# The four-state difference of two distinct Ising spins is the same in every background exactly when a single constant J couples them

Take two sites i and j with signs s_i and s_j, each +1 or −1, and the energy

E = 3 s_i s_j + 2 s_i + s_j + 2.

Writing the sign at i first, the four energies are

E(+,+) = 8, E(+,−) = 0, E(−,+) = −2, E(−,−) = 2.

Add the two energies with parallel spins and subtract the two with antiparallel spins:

8 + 2 − 0 − (−2) = 12.

The terms 2 s_i, s_j and 2 contribute nothing, because each of their values enters as often with a plus sign as with a minus sign. The product term enters as +3 in all four places, since s_i s_j changes sign just where the combination does. The whole 12 comes from it.

With more than two spins, the four energies are taken while all the others are held fixed, and the result may depend on how they are set. The problems below determine when it does not.

## Configurations, signs and overwritten spins

The sites form an arbitrary type `ι`, finite or infinite; N spins are the case of N elements.

```lean
import Mathlib

open Function

namespace FourStateCoupling

noncomputable section

variable {ι : Type*}
```

A configuration s assigns to each site a unit of the integers, and the only such units are 1 and −1.

```lean
/-- A configuration of Ising spins: a sign `+1` or `-1` at every site. -/
abbrev Config (ι : Type*) := ι → ℤˣ
```

The real number s_i of the formulas is `spin s i`. It has magnitude 1, not 1/2, which fixes the normalisation of every coupling below.

```lean
/-- The sign of the spin at site `i`, as a real number. -/
def spin (s : Config ι) (i : ι) : ℝ := ((s i : ℤ) : ℝ)
```

To prepare one of the four states, start from s and overwrite the spins at i and j with chosen signs a and b. The other spins, called the background here, stay as they are in s. The energy of the resulting configuration is written E(a,b).

```lean
variable [DecidableEq ι]

/-- The configuration `s` with the spin at `i` set to `a` and then the spin at `j` set to `b`. -/
def setPair (s : Config ι) (i j : ι) (a b : ℤˣ) : Config ι :=
  update (update s i a) j b
```

The four-state difference, D(s) by hand and `fourState E i j s` in Lean, is

D(s) = E(+,+) + E(−,−) − E(+,−) − E(−,+).

The spins that s itself has at i and j are overwritten, so D(s) depends only on the background.

```lean
/-- The four-state difference `E(++) + E(--) - E(+-) - E(-+)` in the spins `i` and `j`,
with all other spins as in `s`. -/
def fourState (E : Config ι → ℝ) (i j : ι) (s : Config ι) : ℝ :=
  E (setPair s i j 1 1) + E (setPair s i j (-1) (-1))
    - E (setPair s i j 1 (-1)) - E (setPair s i j (-1) 1)
```

A function is independent of the spin at a site if changing that spin leaves its value unchanged. It may depend on all the other spins in any way.

```lean
/-- The function `f` does not change when the spin at site `i` is changed. -/
def IndependentOf (f : Config ι → ℝ) (i : ι) : Prop :=
  ∀ (s : Config ι) (a : ℤˣ), f (update s i a) = f s
```

The energy E is any real function of configurations. This is a classical Ising model: transverse or flip-flop terms of a quantum spin Hamiltonian, which mix the sign configurations, are absent, and so are spins that point in arbitrary directions.

## (a) The difference for a coupling that may depend on the background

Let i ≠ j and suppose that

E(s) = K(s) s_i s_j + f(s) + g(s),

where K is independent of both spins, f is independent of s_i, and g is independent of s_j. Show that

D(s) = 4 K(s).

**Solution.** Fix the background. Then K is one number, f depends only on the sign b at j, and g depends only on the sign a at i. Their contributions to D are

f: f(+) + f(−) − f(−) − f(+) = 0

g: g(+) + g(−) − g(+) − g(−) = 0

K s_i s_j: K·(+1) + K·(+1) − K·(−1) − K·(−1) = 4K.

The sum is 4K(s).

In the Lean proof, `hK` says that K has the same value in all four states, `hF` that f sees only the sign at j, and `hG` that g sees only the sign at i. For `hF` the two overwritings must first be exchanged, which is allowed because the sites differ. The facts `hi` and `hj` read off the two signs, and `ring` adds the four energies.

If i and j were the same site, the second overwriting would replace the first and D would vanish for every E, so the formula would fail wherever K(s) ≠ 0.

```lean
/-- For distinct sites, if `E = K s_i s_j + f + g` with `K` independent of both spins, `f`
independent of `s_i` and `g` independent of `s_j`, then the four-state difference is `4 K`. -/
theorem fourState_eq_four_mul {E K f g : Config ι → ℝ} {i j : ι} (hij : i ≠ j)
    (hKi : IndependentOf K i) (hKj : IndependentOf K j)
    (hf : IndependentOf f i) (hg : IndependentOf g j)
    (hE : ∀ s, E s = K s * spin s i * spin s j + f s + g s) (s : Config ι) :
    fourState E i j s = 4 * K s := by
  have hK : ∀ a b, K (setPair s i j a b) = K s := fun a b =>
    (hKj (update s i a) b).trans (hKi s a)
  -- `f` sees only the spin at `j`, and `g` only the spin at `i`
  have hF : ∀ a b, f (setPair s i j a b) = f (update s j b) := by
    intro a b
    unfold setPair
    rw [Function.update_comm hij]
    exact hf _ _
  have hG : ∀ a b, g (setPair s i j a b) = g (update s i a) := fun a b =>
    hg (update s i a) b
  have hi : ∀ a b, spin (setPair s i j a b) i = ((a : ℤ) : ℝ) := by
    intro a b
    simp [spin, setPair, hij]
  have hj : ∀ a b, spin (setPair s i j a b) j = ((b : ℤ) : ℝ) := by
    intro a b
    simp [spin, setPair]
  simp only [fourState, hE, hK, hF, hG, hi, hj, Units.val_neg, Units.val_one,
    Int.cast_neg, Int.cast_one]
  ring
```

## (b) Splitting an arbitrary energy

Let i ≠ j and let E be any energy function. Find f independent of s_i and g independent of s_j such that

E(s) = (D(s)/4) s_i s_j + f(s) + g(s).

**Solution.** Let f be the average of E over the spin at i. Let g be the average over the spin at j, minus the average over both:

f(s) = ½ [E(+,s_j) + E(−,s_j)]

g(s) = ½ [E(s_i,+) + E(s_i,−)] − ¼ [E(+,+) + E(−,−) + E(+,−) + E(−,+)].

The independence is visible from the formulas. To check the sum, write a = s_i and b = s_j. Reversing one of the two signs reverses the sign of the combination D, so

ab D = E(a,b) + E(−a,−b) − E(a,−b) − E(−a,b).

Now collect the coefficient of each energy in ab D/4 + f + g:

E(a,b): ¼ + ½ + ½ − ¼ = 1

E(−a,b): −¼ + ½ − ¼ = 0

E(a,−b): −¼ + ½ − ¼ = 0

E(−a,−b): ¼ − ¼ = 0.

Only E(a,b) = E(s) remains.

**The opening example, from its four energies alone.** Here D/4 = 12/4 = 3, and the average over both spins is (8 + 2 + 0 − 2)/4 = 2. The averages over s_i give f = (8 − 2)/2 = 3 for s_j = +1 and f = (0 + 2)/2 = 1 for s_j = −1, so f = s_j + 2. For g the values are (8 + 0)/2 − 2 = 2 at s_i = +1 and (−2 + 2)/2 − 2 = −2 at s_i = −1, so g = 2 s_i. The original expression is recovered.

The Lean proof supplies the same f and g. Its facts `hi` and `hj` state that a change at i or j before both are overwritten has no effect, and this gives the two independence claims. For the sum, Lean does not use general a and b. It splits into the four possible pairs of signs with `Int.units_eq_one_or` and lets `ring` check each one.

```lean
/-- For distinct sites, every energy function is a quarter of its four-state difference times
`s_i s_j`, plus a function independent of `s_i`, plus a function independent of `s_j`. -/
theorem exists_decomposition (E : Config ι → ℝ) {i j : ι} (hij : i ≠ j) :
    ∃ f g : Config ι → ℝ, IndependentOf f i ∧ IndependentOf g j ∧
      ∀ s, E s = fourState E i j s / 4 * spin s i * spin s j + f s + g s := by
  have hi : ∀ (s : Config ι) (c a b : ℤˣ),
      setPair (update s i c) i j a b = setPair s i j a b := by
    intro s c a b
    unfold setPair
    rw [Function.update_idem]
  have hj : ∀ (s : Config ι) (c a b : ℤˣ),
      setPair (update s j c) i j a b = setPair s i j a b := by
    intro s c a b
    unfold setPair
    rw [Function.update_comm hij.symm, Function.update_idem]
  -- `f` averages over `s_i`; `g` averages over `s_j` and subtracts the average over both
  refine ⟨fun s => (E (setPair s i j 1 (s j)) + E (setPair s i j (-1) (s j))) / 2,
    fun s => (E (setPair s i j (s i) 1) + E (setPair s i j (s i) (-1))) / 2
      - (E (setPair s i j 1 1) + E (setPair s i j (-1) (-1))
        + E (setPair s i j 1 (-1)) + E (setPair s i j (-1) 1)) / 4, ?_, ?_, ?_⟩
  · intro s c
    simp only [hi, Function.update_of_ne hij.symm]
  · intro s c
    simp only [hj, Function.update_of_ne hij]
  · intro s
    have h : setPair s i j (s i) (s j) = s := by simp [setPair]
    have hs : E s = E (setPair s i j (s i) (s j)) := by rw [h]
    -- check the four settings of the two spins
    rcases Int.units_eq_one_or (s i) with ha | ha <;>
    rcases Int.units_eq_one_or (s j) with hb | hb <;>
    rw [ha, hb] at hs <;>
    simp only [fourState, spin, ha, hb, hs, Units.val_neg, Units.val_one,
      Int.cast_neg, Int.cast_one] <;>
    ring
```

## (c) When one number J serves every background

Let i ≠ j and let J be a real number. Show that

D(s) = 4J for every s

holds if and only if there are f independent of s_i and g independent of s_j with

E(s) = J s_i s_j + f(s) + g(s) for every s.

**Solution.** If D(s) = 4J for every s, then D(s)/4 in the splitting from (b) is the constant J, and that splitting is the required form. Conversely, if E has this form, then (a) with the constant function K = J gives D(s) = 4J.

The two bullets of the Lean proof are these two directions. "Every setting of the other spins" appears as `∀ s`; this also ranges over the spins at i and j, which D ignores.

When i and j are the only sites, there is no background to vary. Then D is a single number, and any four energies fit the form with J = D/4.

In a weakly coupled NMR spin system of spins 1/2, where only I_z operators are kept, D is, up to its sign, the splitting of the line of spin i caused by spin j:

D = [E(+,+) − E(−,+)] − [E(+,−) − E(−,−)].

With energies in frequency units and a coupling term J_NMR I_iz I_jz, each I_z is half a sign, so the J used here equals J_NMR/4. The same combination of four total energies is used in electronic structure work to extract exchange couplings, and the theorem applies to it as far as the energies are a function of Ising signs.

```lean
/-- For distinct sites, the four-state difference is `4 J` for every setting of the other spins
if and only if `E = J s_i s_j + f + g` with `f` independent of `s_i` and `g` independent
of `s_j`. -/
theorem fourState_const_iff (E : Config ι → ℝ) (J : ℝ) {i j : ι} (hij : i ≠ j) :
    (∀ s, fourState E i j s = 4 * J) ↔
      ∃ f g : Config ι → ℝ, IndependentOf f i ∧ IndependentOf g j ∧
        ∀ s, E s = J * spin s i * spin s j + f s + g s := by
  constructor
  · intro h
    obtain ⟨f, g, hf, hg, hE⟩ := exists_decomposition E hij
    refine ⟨f, g, hf, hg, fun s => ?_⟩
    rw [hE s, h s]
    ring
  · rintro ⟨f, g, hf, hg, hE⟩ s
    exact fourState_eq_four_mul (K := fun _ => J) hij (fun _ _ => rfl) (fun _ _ => rfl)
      hf hg hE s
```

## (d) How much freedom is left in J, f and g

Let i ≠ j and suppose that the same energy is written in two ways,

E = J s_i s_j + f + g = J′ s_i s_j + f′ + g′,

with f and f′ independent of s_i, and g and g′ independent of s_j. Show that J = J′ and that there is a function h, independent of both spins, with

f′ = f + h, g′ = g − h.

**Solution.** By (c), D(s) equals both 4J and 4J′, so J = J′. The product terms then cancel between the two expressions, which leaves

f′ − f = g − g′.

Call this common function h. The left side shows that it is independent of s_i, and the right side that it is independent of s_j. The two required equations are its definition, rearranged.

The coupling is therefore fixed by the energy, while a contribution that involves neither spin can be booked under f or under g. In the two-site example, h is just a constant.

Lean compares the couplings in the configuration with all spins up, `fun _ => 1`. The equation for h is `key`, and the independence of s_j is proved by rewriting with it.

```lean
/-- For distinct sites, two decompositions of the same energy have the same coupling `J`, and
their remainders differ by moving a function independent of both spins from `g` to `f`. -/
theorem decomposition_unique {E f g f' g' : Config ι → ℝ} {J J' : ℝ} {i j : ι} (hij : i ≠ j)
    (hf : IndependentOf f i) (hg : IndependentOf g j)
    (hf' : IndependentOf f' i) (hg' : IndependentOf g' j)
    (hE : ∀ s, E s = J * spin s i * spin s j + f s + g s)
    (hE' : ∀ s, E s = J' * spin s i * spin s j + f' s + g' s) :
    J = J' ∧ ∃ h : Config ι → ℝ, IndependentOf h i ∧ IndependentOf h j ∧
      ∀ s, f' s = f s + h s ∧ g' s = g s - h s := by
  -- both couplings are read off from the same four energies
  have h1 := (fourState_const_iff E J hij).2 ⟨f, g, hf, hg, hE⟩ (fun _ => 1)
  have h2 := (fourState_const_iff E J' hij).2 ⟨f', g', hf', hg', hE'⟩ (fun _ => 1)
  have hJ : J = J' := by linarith
  subst hJ
  have key : ∀ s, f' s - f s = g s - g' s := by
    intro s
    linarith [hE s, hE' s]
  refine ⟨rfl, fun s => f' s - f s, ?_, ?_, ?_⟩
  · intro s a
    simp only [hf s a, hf' s a]
  · intro s a
    simp only [key, hg s a, hg' s a]
  · intro s
    constructor
    · ring
    · linarith [key s]
```

## (e) A three-spin term

Let i, j and k be three distinct sites, let C ≠ 0, and take

E(s) = C s_i s_j s_k.

Show that

D(s) = 4 C s_k,

and that no single J satisfies D(s) = 4J for all s.

**Solution.** The energy has the form required in (a), with K = C s_k and f = g = 0. This K is independent of s_i and s_j because k is neither i nor j. Hence D(s) = 4 C s_k.

If one J served all configurations, then s_k = +1 would give J = C and s_k = −1 would give J = −C. Together these force C = 0, contrary to the assumption.

By (c), this energy cannot be written as J s_i s_j + f + g with a constant J. For a simulation that models energies by Ising signs, this means that four energies in one background always return a number, but that number need not describe the pair in another background. Repeating the evaluation with s_k reversed exposes the three-spin term in this example. For magnetic moments without a magnetic field, the energy does not change when all of them are reversed, which rules out a three-spin term. A four-spin term C s_i s_j s_k s_l on four distinct sites is still allowed, and by (a) it gives D(s) = 4 C s_k s_l, which depends on the background as well.

In Lean, `key` is the application of (a). The contradiction comes from comparing the all-up and all-down configurations; the reversal of the spins at i and j is harmless, since they are overwritten anyway.

```lean
/-- For three distinct sites, the energy `C s_i s_j s_k` with `C ≠ 0` has four-state difference
`4 C s_k` in the spins `i` and `j`, and this is not `4 J` for all configurations with any
single `J`. -/
theorem three_spin_term {i j k : ι} (hij : i ≠ j) (hki : k ≠ i) (hkj : k ≠ j)
    {C : ℝ} (hC : C ≠ 0) :
    (∀ s, fourState (fun s => C * spin s i * spin s j * spin s k) i j s
        = 4 * (C * spin s k)) ∧
      ¬ ∃ J : ℝ, ∀ s,
        fourState (fun s => C * spin s i * spin s j * spin s k) i j s = 4 * J := by
  have key : ∀ s, fourState (fun s => C * spin s i * spin s j * spin s k) i j s
      = 4 * (C * spin s k) := by
    intro s
    refine fourState_eq_four_mul (K := fun s => C * spin s k) (f := fun _ => 0)
      (g := fun _ => 0) hij ?_ ?_ (fun _ _ => rfl) (fun _ _ => rfl) ?_ s
    · intro s a
      simp only [spin, Function.update_of_ne hki]
    · intro s a
      simp only [spin, Function.update_of_ne hkj]
    · intro s
      ring
  refine ⟨key, ?_⟩
  rintro ⟨J, hJ⟩
  -- reversing the third spin reverses the apparent coupling
  have h1 := (key (fun _ => 1)).symm.trans (hJ _)
  have h2 := (key (fun _ => -1)).symm.trans (hJ _)
  simp only [spin, Units.val_neg, Units.val_one, Int.cast_neg, Int.cast_one] at h1 h2
  apply hC
  linarith

end

end FourStateCoupling
```

```lean
#print axioms FourStateCoupling.fourState_const_iff
-- 'FourStateCoupling.fourState_const_iff' depends on axioms: [propext, Classical.choice, Quot.sound]
#print axioms FourStateCoupling.decomposition_unique
-- 'FourStateCoupling.decomposition_unique' depends on axioms: [propext, Classical.choice, Quot.sound]
#print axioms FourStateCoupling.three_spin_term
-- 'FourStateCoupling.three_spin_term' depends on axioms: [propext, Classical.choice, Quot.sound]
```
